# At fixed depth, a step absorber −iW barely damps fast particles, and it reflects slow ones

## Does a constant absorber fail at both high and low energy?

A potential that jumps from 0 to −iW, with W > 0, works badly at both ends of the energy range. A fast particle reaches any given depth L with almost no damping, and a slow one is turned back at the edge. In units ħ = m = 1, with incident wavenumber k > 0 and κ the root of κ² = k² + 2iW with positive real part, I believe that 0 < Im κ ≤ W/k, so exp(−2L Im κ) → 1 as k → ∞. The reflection amplitude r = (k − κ)/(k + κ) should satisfy |r| < 1, with |r| → 1 as k → 0. I can make this plausible with a sketch, but I would like a full derivation and a proof that a machine has checked, including where κ and r come from.

## Yes: the amplitude decays at a rate below W/k, and r tends to −1 for slow particles

Both limits hold for every fixed W > 0, and the Lean file below proves them. It also derives r from the matching conditions at the edge.

### The wavenumber inside the absorber

The constant W stands for a loss of particles: in the time-dependent equation i∂ψ/∂t = Hψ, a potential −iW removes density at the local rate 2W|ψ|². In the stationary state studied here, the current that flows in from the left makes up for this loss. For x > 0 the stationary equation at energy k²/2 is

−½ψ″ − iWψ = (k²/2)ψ.

Inserting ψ = exp(iκx) gives κ²/2 − iW = k²/2, that is

κ² = k² + 2iW.

Write κ = a + ib with a > 0. The real and imaginary parts are

a² − b² = k², ab = W.

Putting b = W/a into the first equation gives a⁴ − k²a² − W² = 0, whose positive solution for a² is

a² = (k² + √(k⁴ + 4W²))/2.

The other root of the equation for κ is −κ, which has negative real part, so the choice a > 0 is unique.

### Fast particles

Since ab = W > 0 and a > 0, we have b > 0. Then a² = k² + b² > k², so a > k and

0 < b = W/a < W/k.

The density of the wave is |exp(iκx)|² = exp(−2bx). At a fixed depth L the factor exp(−2Lb) therefore tends to 1 as k → ∞.

### Reflection at the edge

Outside, take exp(ikx) + r exp(−ikx); inside, take t exp(iκx). The other solution inside, exp(−iκx), grows without bound as x → ∞ and is left out. Continuity of value and slope at x = 0 gives

1 + r = t, k(1 − r) = κt.

Eliminating t gives k − κ = r(k + κ), hence

r = (k − κ)/(k + κ), t = 2k/(k + κ).

The modulus of r is below 1 because

|k + κ|² − |k − κ|² = 4ka > 0.

Fast particles are hardly reflected either: r is never zero, but it tends to 0 as k → ∞. From (k − κ)(k + κ) = k² − κ² = −2iW and |k + κ| ≥ k + a ≥ 2k,

|r| = 2W/|k + κ|² ≤ W/(2k²).

### Slow particles

Adding 1 to r gives

r + 1 = 2k/(k + κ).

The denominator stays away from zero as k → 0: since 2a² = a² + b² + k² ≥ 2ab = 2W, we have a ≥ √W, and so |k + κ| ≥ k + a ≥ √W. Therefore

|r + 1| ≤ 2k/√W → 0.

So r → −1, the value for a hard wall, and |r| → 1.

### The Lean file

```lean
import Mathlib

open Filter Topology
open Complex (I)

namespace StepAbsorber

noncomputable section

/-- Real part of the wavenumber inside an absorber of strength `W`, for incident wavenumber `k`. -/
def kappaRe (W k : ℝ) : ℝ := Real.sqrt ((k ^ 2 + Real.sqrt (k ^ 4 + 4 * W ^ 2)) / 2)

/-- Complex wavenumber inside the absorbing potential `-iW`, for `W > 0`. -/
def kappa (W k : ℝ) : ℂ := ⟨kappaRe W k, W / kappaRe W k⟩

/-- The plane wave `exp(iqx)` with complex wavenumber `q`. -/
def planeWave (q : ℂ) (x : ℝ) : ℂ := Complex.exp (I * q * x)

/-- Reflection amplitude `(k - κ)/(k + κ)` of the absorber's edge, for `W > 0` and `k > 0`. -/
def reflection (W k : ℝ) : ℂ := (k - kappa W k) / (k + kappa W k)

/-- For `W > 0` the wavenumber `κ` has positive real part, `(Re κ)² - (Im κ)² = k²`
and `Re κ · Im κ = W`. -/
theorem kappa_parts {W : ℝ} (hW : 0 < W) (k : ℝ) :
    0 < (kappa W k).re ∧ (kappa W k).re ^ 2 - (kappa W k).im ^ 2 = k ^ 2 ∧
      (kappa W k).re * (kappa W k).im = W := by
  have hs : Real.sqrt (k ^ 4 + 4 * W ^ 2) ^ 2 = k ^ 4 + 4 * W ^ 2 :=
    Real.sq_sqrt (by positivity)
  have hs0 : 0 < Real.sqrt (k ^ 4 + 4 * W ^ 2) := Real.sqrt_pos.mpr (by positivity)
  have ha : 0 < kappaRe W k := Real.sqrt_pos.mpr (by positivity)
  have ha2 : kappaRe W k ^ 2 = (k ^ 2 + Real.sqrt (k ^ 4 + 4 * W ^ 2)) / 2 :=
    Real.sq_sqrt (by positivity)
  -- the squared real part solves a quadratic equation
  have hq : (kappaRe W k ^ 2) ^ 2 - k ^ 2 * kappaRe W k ^ 2 = W ^ 2 := by
    rw [ha2]
    linear_combination hs / 4
  have hb : kappaRe W k * (W / kappaRe W k) = W := by field_simp
  refine ⟨ha, ?_, hb⟩
  show kappaRe W k ^ 2 - (W / kappaRe W k) ^ 2 = k ^ 2
  apply mul_left_cancel₀ (pow_ne_zero 2 ha.ne')
  linear_combination hq - (kappaRe W k * (W / kappaRe W k) + W) * hb

/-- For `W > 0`, `κ` is the one and only root of `κ² = k² + 2iW` with positive real part. -/
theorem eq_kappa_iff {W : ℝ} (hW : 0 < W) (k : ℝ) (q : ℂ) :
    (0 < q.re ∧ q ^ 2 = (k : ℂ) ^ 2 + 2 * W * I) ↔ q = kappa W k := by
  obtain ⟨ha, hre, hab⟩ := kappa_parts hW k
  have hsq : kappa W k ^ 2 = (k : ℂ) ^ 2 + 2 * W * I := by
    apply Complex.ext
    · simp [pow_two]
      linear_combination hre
    · simp [pow_two]
      linear_combination 2 * hab
  constructor
  · rintro ⟨hq, h⟩
    have hz : (q - kappa W k) * (q + kappa W k) = 0 := by linear_combination h - hsq
    rcases mul_eq_zero.mp hz with h1 | h1
    · exact sub_eq_zero.mp h1
    · -- the opposite root has negative real part
      have h2 := congrArg Complex.re h1
      simp only [Complex.add_re, Complex.zero_re] at h2
      linarith
  · rintro rfl
    exact ⟨ha, hsq⟩

/-- The derivative of the plane wave `exp(iqx)` is `iq exp(iqx)`. -/
theorem hasDerivAt_planeWave (q : ℂ) (x : ℝ) :
    HasDerivAt (planeWave q) (I * q * planeWave q x) x := by
  have h : HasDerivAt (fun y : ℝ => I * q * (y : ℂ)) (I * q) x := by
    simpa using (hasDerivAt_id x).ofReal_comp.const_mul (I * q)
  exact h.cexp.congr_deriv (by simp only [planeWave]; ring)

/-- For `W > 0` the wave `exp(iκx)` solves the Schrödinger equation with potential `-iW` and
energy `k²/2` (units `ħ = m = 1`), and its density at depth `x` is `exp(-2x Im κ)`. -/
theorem absorbed_wave {W : ℝ} (hW : 0 < W) (k x : ℝ) :
    -(1 / 2) * deriv (deriv (planeWave (kappa W k))) x - I * W * planeWave (kappa W k) x
        = (k : ℂ) ^ 2 / 2 * planeWave (kappa W k) x ∧
      ‖planeWave (kappa W k) x‖ ^ 2 = Real.exp (-2 * x * (kappa W k).im) := by
  have hsq := ((eq_kappa_iff hW k _).mpr rfl).2
  constructor
  · have hd : deriv (planeWave (kappa W k)) =
        fun y => I * kappa W k * planeWave (kappa W k) y :=
      funext fun y => (hasDerivAt_planeWave _ y).deriv
    rw [hd, ((hasDerivAt_planeWave (kappa W k) x).const_mul (I * kappa W k)).deriv]
    linear_combination (planeWave (kappa W k) x / 2) * hsq
      - (kappa W k ^ 2 * planeWave (kappa W k) x / 2) * Complex.I_sq
  · have hre : (I * kappa W k * (x : ℂ)).re = -((kappa W k).im * x) := by simp
    rw [planeWave, Complex.norm_exp, hre, pow_two, ← Real.exp_add]
    congr 1
    ring

/-- The modulus of `k + κ` is at least its real part. -/
theorem le_norm_add (W k : ℝ) : k + (kappa W k).re ≤ ‖(k : ℂ) + kappa W k‖ := by
  have h := (le_abs_self _).trans (Complex.abs_re_le_norm ((k : ℂ) + kappa W k))
  simpa only [Complex.add_re, Complex.ofReal_re] using h

/-- For `W, k > 0`, an incident wave plus `r` times a reflected wave joins `t` times the absorbed
wave with continuous value and slope at the edge exactly when `r = (k - κ)/(k + κ)` and
`t = 2k/(k + κ)`. -/
theorem matching_iff {W k : ℝ} (hW : 0 < W) (hk : 0 < k) (r t : ℂ) :
    (planeWave k 0 + r * planeWave (-(k : ℂ)) 0 = t * planeWave (kappa W k) 0 ∧
      deriv (fun x => planeWave k x + r * planeWave (-(k : ℂ)) x) 0
        = deriv (fun x => t * planeWave (kappa W k) x) 0) ↔
    r = reflection W k ∧ t = 2 * k / (k + kappa W k) := by
  have hne : (k : ℂ) + kappa W k ≠ 0 :=
    norm_pos_iff.mp (by linarith [le_norm_add W k, (kappa_parts hW k).1])
  have h0 : ∀ q : ℂ, planeWave q 0 = 1 := fun q => by simp [planeWave]
  rw [((hasDerivAt_planeWave k 0).fun_add
      ((hasDerivAt_planeWave (-(k : ℂ)) 0).const_mul r)).deriv,
    ((hasDerivAt_planeWave (kappa W k) 0).const_mul t).deriv]
  simp only [h0]
  rw [reflection, eq_div_iff hne, eq_div_iff hne]
  constructor
  · rintro ⟨h1, h2⟩
    have h3 : (k : ℂ) - r * k = t * kappa W k :=
      mul_left_cancel₀ Complex.I_ne_zero (by linear_combination h2)
    exact ⟨by linear_combination -h3 + kappa W k * h1, by linear_combination -h3 - k * h1⟩
  · rintro ⟨hr, ht⟩
    constructor <;> apply mul_right_cancel₀ hne
    · linear_combination hr - ht
    · linear_combination -I * k * hr - I * kappa W k * ht

/-- For `W, k > 0` the decay rate of the amplitude satisfies `0 < Im κ < W/k`. -/
theorem im_kappa_bounds {W k : ℝ} (hW : 0 < W) (hk : 0 < k) :
    0 < (kappa W k).im ∧ (kappa W k).im < W / k := by
  obtain ⟨ha, hre, hab⟩ := kappa_parts hW k
  have hb : 0 < (kappa W k).im := (mul_pos_iff_of_pos_left ha).mp (by rw [hab]; exact hW)
  have hka : k < (kappa W k).re :=
    lt_of_pow_lt_pow_left₀ 2 ha.le (by nlinarith [pow_pos hb 2])
  refine ⟨hb, ?_⟩
  rw [lt_div_iff₀ hk]
  nlinarith [mul_lt_mul_of_pos_right hka hb]

/-- For `W, k > 0` the reflection amplitude has modulus at most `W/(2k²)`. -/
theorem reflection_le {W k : ℝ} (hW : 0 < W) (hk : 0 < k) :
    ‖reflection W k‖ ≤ W / (2 * k ^ 2) := by
  have hsq := ((eq_kappa_iff hW k _).mpr rfl).2
  have hka : k ≤ (kappa W k).re := by
    obtain ⟨ha, hre, -⟩ := kappa_parts hW k
    exact le_of_sq_le_sq (by nlinarith [sq_nonneg (kappa W k).im]) ha.le
  have hD : 2 * k ≤ ‖(k : ℂ) + kappa W k‖ := by linarith [le_norm_add W k]
  -- the product of difference and sum is fixed by the absorber strength
  have hprod : ‖(k : ℂ) - kappa W k‖ * ‖(k : ℂ) + kappa W k‖ = 2 * W := by
    rw [← norm_mul, show ((k : ℂ) - kappa W k) * (k + kappa W k) = -(2 * W * I) by
      linear_combination -hsq]
    simp [abs_of_pos hW]
  have hD2 : 4 * k ^ 2 ≤ ‖(k : ℂ) + kappa W k‖ ^ 2 := by nlinarith
  have hWD : W * ‖(k : ℂ) + kappa W k‖
      = ‖(k : ℂ) - kappa W k‖ * ‖(k : ℂ) + kappa W k‖ ^ 2 / 2 := by
    linear_combination (-‖(k : ℂ) + kappa W k‖ / 2) * hprod
  rw [reflection, norm_div, div_le_div_iff₀ (by linarith) (by positivity), hWD]
  linarith [mul_le_mul_of_nonneg_left hD2 (norm_nonneg ((k : ℂ) - kappa W k))]

/-- For `W, k > 0` the reflection amplitude differs from `-1` by at most `2k/√W`. -/
theorem reflection_add_one_le {W k : ℝ} (hW : 0 < W) (hk : 0 < k) :
    ‖reflection W k + 1‖ ≤ 2 * k / Real.sqrt W := by
  obtain ⟨ha, hre, hab⟩ := kappa_parts hW k
  have hWa : Real.sqrt W ≤ (kappa W k).re :=
    Real.sqrt_le_iff.mpr ⟨ha.le, by
      nlinarith [sq_nonneg ((kappa W k).re - (kappa W k).im), sq_nonneg k]⟩
  have hD : Real.sqrt W ≤ ‖(k : ℂ) + kappa W k‖ := by linarith [le_norm_add W k]
  have hs : 0 < Real.sqrt W := Real.sqrt_pos.mpr hW
  have hne : (k : ℂ) + kappa W k ≠ 0 := norm_pos_iff.mp (by linarith)
  have h : reflection W k + 1 = ((2 * k : ℝ) : ℂ) / (k + kappa W k) := by
    rw [reflection, div_add_one hne]
    push_cast
    ring
  rw [h, norm_div, Complex.norm_real, Real.norm_eq_abs, abs_of_pos (by positivity)]
  exact div_le_div_of_nonneg_left (by positivity) hs hD

/-- A step absorber `-iW` with `W > 0` fails at both ends of the spectrum. For every `k > 0`,
`0 < Im κ ≤ W/k` and the reflection amplitude has modulus below 1; the density factor
`exp(-2L Im κ)` tends to 1 as `k → ∞`, and the modulus of the reflection amplitude tends to 1
as `k → 0+`. -/
theorem step_absorber {W : ℝ} (hW : 0 < W) (L : ℝ) :
    (∀ k : ℝ, 0 < k →
      0 < (kappa W k).im ∧ (kappa W k).im ≤ W / k ∧ ‖reflection W k‖ < 1) ∧
    Tendsto (fun k => Real.exp (-2 * L * (kappa W k).im)) atTop (𝓝 1) ∧
    Tendsto (fun k => ‖reflection W k‖) (𝓝[>] 0) (𝓝 1) := by
  refine ⟨fun k hk => ?_, ?_, ?_⟩
  · obtain ⟨hb, hbk⟩ := im_kappa_bounds hW hk
    have ha := (kappa_parts hW k).1
    refine ⟨hb, hbk.le, ?_⟩
    have hlt : ‖(k : ℂ) - kappa W k‖ ^ 2 < ‖(k : ℂ) + kappa W k‖ ^ 2 := by
      rw [Complex.sq_norm, Complex.sq_norm, Complex.normSq_apply, Complex.normSq_apply]
      simp only [Complex.sub_re, Complex.sub_im, Complex.add_re, Complex.add_im,
        Complex.ofReal_re, Complex.ofReal_im]
      nlinarith [mul_pos hk ha]
    rw [reflection, norm_div, div_lt_one (by linarith [le_norm_add W k])]
    exact lt_of_pow_lt_pow_left₀ 2 (norm_nonneg _) hlt
  · -- the decay rate is squeezed between 0 and W/k
    have him : Tendsto (fun k => (kappa W k).im) atTop (𝓝 0) := by
      refine tendsto_of_tendsto_of_tendsto_of_le_of_le' tendsto_const_nhds
        ((tendsto_const_nhds (x := W)).div_atTop tendsto_id) ?_ ?_
      · filter_upwards [eventually_gt_atTop 0] with k hk using (im_kappa_bounds hW hk).1.le
      · filter_upwards [eventually_gt_atTop 0] with k hk using (im_kappa_bounds hW hk).2.le
    have h := (Real.continuous_exp.tendsto (-2 * L * 0)).comp (him.const_mul (-2 * L))
    rw [mul_zero, Real.exp_zero] at h
    exact h
  · -- the amplitude itself tends to the hard-wall value -1
    have hup : Tendsto (fun k : ℝ => 2 * k / Real.sqrt W) (𝓝[>] 0) (𝓝 0) :=
      (Continuous.tendsto' (by fun_prop) 0 0 (by simp)).mono_left nhdsWithin_le_nhds
    have hr : Tendsto (fun k => reflection W k) (𝓝[>] 0) (𝓝 (-1)) := by
      rw [tendsto_iff_norm_sub_tendsto_zero]
      refine tendsto_of_tendsto_of_tendsto_of_le_of_le' tendsto_const_nhds hup
        (Eventually.of_forall fun k => norm_nonneg _) ?_
      filter_upwards [self_mem_nhdsWithin] with k hk
      rw [sub_neg_eq_add]
      exact reflection_add_one_le hW hk
    simpa using hr.norm

end

end StepAbsorber
```

```lean
#print axioms StepAbsorber.absorbed_wave
#print axioms StepAbsorber.matching_iff
#print axioms StepAbsorber.reflection_le
#print axioms StepAbsorber.step_absorber
```

```
'StepAbsorber.absorbed_wave' depends on axioms: [propext, Classical.choice, Quot.sound]
'StepAbsorber.matching_iff' depends on axioms: [propext, Classical.choice, Quot.sound]
'StepAbsorber.reflection_le' depends on axioms: [propext, Classical.choice, Quot.sound]
'StepAbsorber.step_absorber' depends on axioms: [propext, Classical.choice, Quot.sound]
```

### What the theorems say

`kappa W k` is a complex number given by its two parts: `kappaRe W k` is a, written with the square roots above, and the imaginary part is W/a. `eq_kappa_iff` ties this formula to the physics: for W > 0, a complex q has positive real part and satisfies q² = k² + 2iW exactly when q is `kappa W k`.

`planeWave q` is the function x ↦ exp(iqx) of a real position, with q allowed to be complex. `absorbed_wave` says that the wave with wavenumber κ solves the stationary equation with potential −iW, with the second derivative written as `deriv (deriv ...)`, and that its density is exp(−2x Im κ). `matching_iff` says that value and slope agree at x = 0 exactly when r is `reflection W k` and t is 2k/(k + κ). The incident amplitude is normalised to 1.

The main theorem, `step_absorber`, fixes W > 0 and a real L. Its first part holds for every k > 0: 0 < Im κ ≤ W/k and |r| < 1. The other two parts are limits. `atTop` means k → ∞, `𝓝[>] 0` means that k approaches 0 through positive values, and `𝓝 1` is the limit value 1. The strict bound Im κ < W/k is in `im_kappa_bounds`.

The model is one particle in one dimension, with a sharp edge and an absorber that extends without end to the right. L is thus a depth inside it, and exp(−2L Im κ) compares the density there with the density just behind the edge. An absorber of finite thickness would also reflect at its back side, which this model leaves out, as it does smooth ramps and the motion of wave packets. Both limits are taken at fixed W.

Real-space simulations of ionisation or scattering often place an absorbing potential near the grid boundary. For the one-dimensional, one-particle step treated here, no single choice of W and L works well at all energies.

### How the Lean proof runs

`kappa_parts` proves a > 0, a² − b² = k² and ab = W. It squares the two square roots, obtains the quadratic equation for a², and cancels a factor a². Here, as in most of the algebra, `linear_combination` names the multiples of known equations that add up to the desired one.

`eq_kappa_iff` first checks κ² = k² + 2iW part by part. For uniqueness it factors the difference of two squares as (q − κ)(q + κ) = 0; the case q = −κ contradicts the sign of the real part.

`hasDerivAt_planeWave` is the chain rule for exp(iqx). `absorbed_wave` applies it twice and then uses the equation for κ² together with i² = −1. The density follows because the modulus of an exponential is the exponential of the real part of its exponent.

`le_norm_add` is the inequality k + a ≤ |k + κ|. It shows in `matching_iff` that k + κ is not zero, so that the fractions can be cleared; what remains is the pair of linear equations for r and t, treated in both directions.

`im_kappa_bounds` gets k < a by comparing squares, then multiplies by b to reach kb < ab = W. `reflection_le` takes the modulus of (k − κ)(k + κ) = −2iW and uses |k + κ| ≥ 2k. `reflection_add_one_le` proves √W ≤ a from (a − b)² ≥ 0, as in the derivation, and bounds the fraction 2k/(k + κ).

`step_absorber` puts these together. For |r| < 1 it compares |k − κ|² with |k + κ|², written out in real and imaginary parts. For fast particles it squeezes Im κ between 0 and W/k and uses the continuity of the exponential. For slow particles it squeezes |r + 1| between 0 and 2k/√W, which gives r → −1, and then takes the modulus.
